# An Allen–Feldman sum with unnormalised Lorentzian broadening and unit matrix elements on a ladder of equal spacing d stays below π/d and vanishes with the width

**Q:** A finite sample of a glass has discrete vibrational frequencies, so the energy-conserving delta function in the Allen–Feldman diffusivity must be given a width. You chose a Lorentzian on an evenly spaced ladder. What exactly is summed?

**A:** Frequencies are measured from the mode whose diffusivity is sought, so it sits at the origin and the others at $nd$, with $n$ a nonzero integer and $d>0$ the frequency spacing. For half-width at half-maximum $\eta>0$, called simply the width from here on,

$$S(\eta)=\sum_{n\neq0}\frac{\eta}{n^2d^2+\eta^2}.$$

Unit matrix elements mean that the heat current links the mode equally to all others. The self-term is dropped because a real mode vector has no diagonal heat-current element. In Lean, `coupling` is the Lorentzian weight, not the matrix element that the word usually denotes, and `broadenedSum` is $S$. The normalising factor $1/\pi$ is left out, so $S/\pi$ is what compares with the density of modes $1/d$.

```lean
import Mathlib

open Filter Topology
open scoped Real

namespace AllenFeldmanLadder

noncomputable section

/-- Lorentzian coupling of half-width `η > 0` between a mode and the mode `n` steps away on a ladder
of spacing `d > 0`, with unit matrix element; the self-term `n = 0` is left out. -/
def coupling (d η : ℝ) (n : ℤ) : ℝ :=
  if n = 0 then 0 else η / ((n : ℝ) ^ 2 * d ^ 2 + η ^ 2)

/-- The broadened Allen-Feldman sum over all other modes of the ladder, for `d > 0`, `η > 0`. -/
def broadenedSum (d η : ℝ) : ℝ := ∑' n : ℤ, coupling d η n
```

**Q:** Does that infinite sum converge?

**A:** Yes. For $m>0$, dropping $\eta^2$ from the denominator gives

$$\frac{\eta}{m^2d^2+\eta^2}\le\frac{\eta}{d^2}\,\frac1{m^2},$$

and $\sum 1/m^2$ converges.

```lean
/-- For `d > 0`, `η > 0` and `m > 0`, the Lorentzian at detuning `m d` is at most its off-resonant
tail `η / (m d)²`. -/
theorem lorentzian_le_tail {d η m : ℝ} (hd : 0 < d) (hη : 0 < η) (hm : 0 < m) :
    η / (m ^ 2 * d ^ 2 + η ^ 2) ≤ η / d ^ 2 * (1 / m ^ 2) := by
  rw [div_mul_div_comm, mul_one]
  apply div_le_div_of_nonneg_left hη.le (by positivity)
  nlinarith [sq_nonneg η]
```

Levels $n+1$ and $-(n+1)$ contribute equally, hence

$$S=2\sum_{n\ge0}\frac{\eta}{(n+1)^2d^2+\eta^2}.$$

The next proof gets summability by comparison, then joins the sums `up'` and `down` over the two halves of the ladder.

```lean
/-- The levels above and below contribute equally: for `d > 0` and `η > 0` the couplings to the
levels above are summable, and the broadened sum is twice their sum. -/
theorem broadenedSum_eq_two_mul {d η : ℝ} (hd : 0 < d) (hη : 0 < η) :
    Summable (fun n : ℕ => η / (((n : ℝ) + 1) ^ 2 * d ^ 2 + η ^ 2)) ∧
    broadenedSum d η = 2 * ∑' n : ℕ, η / (((n : ℝ) + 1) ^ 2 * d ^ 2 + η ^ 2) := by
  have hz : HasSum (fun n : ℕ => 1 / ((n : ℝ) + 1) ^ 2) (π ^ 2 / 6) := by
    simpa using (hasSum_nat_add_iff' 1).mpr hasSum_zeta_two
  have hs : Summable (fun n : ℕ => η / (((n : ℝ) + 1) ^ 2 * d ^ 2 + η ^ 2)) :=
    Summable.of_nonneg_of_le (fun n => by positivity)
      (fun n => lorentzian_le_tail hd hη (by positivity)) (hz.mul_left (η / d ^ 2)).summable
  refine ⟨hs, ?_⟩
  have f0 : coupling d η 0 = 0 := by simp [coupling]
  have f1 : ∀ n : ℕ, coupling d η ((n + 1 : ℕ) : ℤ)
      = η / (((n : ℝ) + 1) ^ 2 * d ^ 2 + η ^ 2) := by
    intro n
    have h0 : ((n + 1 : ℕ) : ℤ) ≠ 0 := by omega
    rw [coupling, if_neg h0, Int.cast_natCast, Nat.cast_add, Nat.cast_one]
  have f2 : ∀ n : ℕ, coupling d η (-((n : ℤ) + 1))
      = η / (((n : ℝ) + 1) ^ 2 * d ^ 2 + η ^ 2) := by
    intro n
    have h0 : -((n : ℤ) + 1) ≠ 0 := by omega
    rw [coupling, if_neg h0, Int.cast_neg, neg_sq, Int.cast_add, Int.cast_one, Int.cast_natCast]
  -- levels above, with the vanishing self-term put back
  have up : HasSum (fun n : ℕ => coupling d η ((n + 1 : ℕ) : ℤ))
      (∑' n : ℕ, η / (((n : ℝ) + 1) ^ 2 * d ^ 2 + η ^ 2)) := by
    simpa only [f1] using hs.hasSum
  have up' := (hasSum_nat_add_iff (f := fun n : ℕ => coupling d η (n : ℤ)) 1).mp up
  rw [Finset.sum_range_one, Nat.cast_zero, f0, add_zero] at up'
  have down : HasSum (fun n : ℕ => coupling d η (-((n : ℤ) + 1)))
      (∑' n : ℕ, η / (((n : ℝ) + 1) ^ 2 * d ^ 2 + η ^ 2)) := by
    simpa only [f2] using hs.hasSum
  rw [broadenedSum, (HasSum.of_nat_of_neg_add_one up' down).tsum_eq, two_mul]
```

**Q:** Can it be evaluated in closed form?

**A:** Put $z=ia$ with $a=\eta/d$ in

$$\pi\cot\pi z=\frac1z+\sum_{n\ge0}\left[\frac1{z-(n+1)}+\frac1{z+(n+1)}\right].$$

Each bracket equals $-i\,\dfrac{2a}{(n+1)^2+a^2}$, while $\cot(i\pi a)=-i\coth\pi a$ and $1/(ia)=-i/a$. Cancelling $-i$ leaves

$$\sum_{n\ge0}\frac{2a}{(n+1)^2+a^2}=\pi\coth\pi a-\frac1a.$$

In Lean, `term`, `hcot` and `hinv` are these three identities.

```lean
/-- Lorentzian sum on the ladder of unit spacing: for `a > 0`, the sum of `2 a / ((n + 1)² + a²)`
over natural `n` is `π coth(π a) - 1/a`. -/
theorem unit_ladder_sum {a : ℝ} (ha : 0 < a) :
    ∑' n : ℕ, 2 * a / (((n : ℝ) + 1) ^ 2 + a ^ 2)
      = π * (Real.cosh (π * a) / Real.sinh (π * a)) - 1 / a := by
  have hz : (a : ℂ) * Complex.I ∈ Complex.integerComplement := by
    rintro ⟨n, hn⟩
    exact ha.ne (by simpa using congrArg Complex.im hn)
  -- partial fractions of the cotangent at the imaginary point `i a`
  have key := cot_series_rep' hz
  have term : ∀ n : ℕ, 1 / ((a : ℂ) * Complex.I - (n + 1)) + 1 / ((a : ℂ) * Complex.I + (n + 1))
      = -Complex.I * ((2 * a / (((n : ℝ) + 1) ^ 2 + a ^ 2) : ℝ) : ℂ) := by
    intro n
    have h1 : (a : ℂ) * Complex.I - (n + 1) ≠ 0 := fun h =>
      ha.ne' (by simpa using congrArg Complex.im h)
    have h2 : (a : ℂ) * Complex.I + (n + 1) ≠ 0 := fun h =>
      ha.ne' (by simpa using congrArg Complex.im h)
    have h3 : ((n : ℂ) + 1) ^ 2 + (a : ℂ) ^ 2 ≠ 0 := by
      have : ((n : ℝ) + 1) ^ 2 + a ^ 2 ≠ 0 := by positivity
      exact_mod_cast this
    have hp : ((a : ℂ) * Complex.I - (n + 1)) * ((a : ℂ) * Complex.I + (n + 1))
        = -(((n : ℂ) + 1) ^ 2 + (a : ℂ) ^ 2) := by
      linear_combination (a : ℂ) ^ 2 * Complex.I_sq
    have hD := div_mul_cancel₀ (2 * (a : ℂ)) h3
    push_cast
    rw [div_add_div _ _ h1 h2, hp, div_eq_iff (neg_ne_zero.mpr h3)]
    linear_combination (-Complex.I) * hD
  have hcot : Complex.cot (π * ((a : ℂ) * Complex.I))
      = -Complex.I * ((Real.cosh (π * a) / Real.sinh (π * a) : ℝ) : ℂ) := by
    rw [← mul_assoc, Complex.cot, Complex.cos_mul_I, Complex.sin_mul_I, div_mul_eq_div_div,
      Complex.div_I]
    push_cast
    ring
  have hinv : 1 / ((a : ℂ) * Complex.I) = -Complex.I * (1 / (a : ℂ)) := by
    rw [div_mul_eq_div_div, Complex.div_I]
    ring
  rw [tsum_congr term, tsum_mul_left, ← Complex.ofReal_tsum, hcot, hinv] at key
  refine Complex.ofReal_injective (mul_left_cancel₀ (neg_ne_zero.mpr Complex.I_ne_zero) ?_)
  refine key.symm.trans ?_
  rw [Complex.ofReal_sub, Complex.ofReal_mul, Complex.ofReal_div 1 a, Complex.ofReal_one]
  ring
```

Dividing by $d$ restores the spacing: $S=\frac{\pi}{d}\coth\frac{\pi\eta}{d}-\frac1\eta$. Lean writes coth as `Real.cosh` over `Real.sinh`.

```lean
/-- Closed form of the broadened sum for `d > 0`, `η > 0`:
`S = (π/d) coth(π η/d) - 1/η`. -/
theorem broadenedSum_eq_coth {d η : ℝ} (hd : 0 < d) (hη : 0 < η) :
    broadenedSum d η
      = π / d * (Real.cosh (π * η / d) / Real.sinh (π * η / d)) - 1 / η := by
  have term : ∀ n : ℕ, 2 * (η / (((n : ℝ) + 1) ^ 2 * d ^ 2 + η ^ 2))
      = 1 / d * (2 * (η / d) / (((n : ℝ) + 1) ^ 2 + (η / d) ^ 2)) := by
    intro n
    have e : ((n : ℝ) + 1) ^ 2 + (η / d) ^ 2 = (((n : ℝ) + 1) ^ 2 * d ^ 2 + η ^ 2) / d ^ 2 := by
      field_simp
    rw [e]
    field_simp
  have e : 1 / d * (1 / (η / d)) = 1 / η := by field_simp
  rw [(broadenedSum_eq_two_mul hd hη).2, ← tsum_mul_left, tsum_congr term, tsum_mul_left,
    unit_ladder_sum (div_pos hη hd), mul_div_assoc π η d]
  linear_combination -e
```

**Q:** How close does that come to $\pi/d$?

**A:** Let $x=\pi\eta/d$. Since $\coth x>1$, $S>\pi/d-1/\eta$. For the other side, $e^{2x}\ge1+2x+2x^2$ gives

$$\coth x=1+\frac{2}{e^{2x}-1}\le1+\frac1{x(1+x)}=\frac1x+\frac{x}{1+x}.$$

Multiplying by $\pi/d$ turns $1/x$ into $1/\eta$, which cancels, so

$$S\le\frac{\pi}{d}\,\frac{\pi\eta}{d+\pi\eta}.$$

The step `coth_le` is this inequality, with the exponential bound multiplied by $e^{-x}$.

```lean
/-- For `d > 0` and `η > 0` the sum exceeds `π/d - 1/η` and is at most the fraction
`π η / (d + π η)` of the plateau value `π/d`. -/
theorem plateau_bounds {d η : ℝ} (hd : 0 < d) (hη : 0 < η) :
    π / d - 1 / η < broadenedSum d η ∧
    broadenedSum d η ≤ π / d * (π * η / (d + π * η)) := by
  have hπ := Real.pi_pos
  have hpd : 0 < π / d := by positivity
  have coth_le : ∀ x : ℝ, 0 < x → Real.cosh x / Real.sinh x ≤ 1 / x + x / (1 + x) := by
    intro x hx
    have h1 : 0 < 1 + x := by positivity
    have hE := Real.quadratic_le_exp_of_nonneg (x := 2 * x) (by positivity)
    have hp : Real.exp x = Real.exp (2 * x) * Real.exp (-x) := by
      rw [← Real.exp_add]
      ring_nf
    rw [div_add_div _ _ hx.ne' h1.ne',
      div_le_div_iff₀ (Real.sinh_pos_iff.mpr hx) (by positivity),
      Real.cosh_eq, Real.sinh_eq, hp]
    nlinarith [mul_nonneg (Real.exp_pos (-x)).le (sub_nonneg.mpr hE)]
  have hx : 0 < π * η / d := by positivity
  rw [broadenedSum_eq_coth hd hη]
  constructor
  · have h1 := (one_lt_div (Real.sinh_pos_iff.mpr hx)).mpr (Real.sinh_lt_cosh (π * η / d))
    have h2 := mul_pos hpd (sub_pos.mpr h1)
    linarith
  · have e1 : π / d * (1 / (π * η / d)) = 1 / η := by field_simp
    have e2 : π * η / d / (1 + π * η / d) = π * η / (d + π * η) := by
      have e3 : 1 + π * η / d = (d + π * η) / d := by rw [add_div, div_self hd.ne']
      rw [e3, div_div_div_cancel_right₀ hd.ne']
    have h := mul_le_mul_of_nonneg_left (coth_le _ hx) hpd.le
    rw [mul_add, e1, e2] at h
    linarith
```

**Q:** And when the width is much smaller than the spacing?

**A:** Summing the tail bound with $\sum_{n\ge0}(n+1)^{-2}=\pi^2/6$ gives $S\le\pi^2\eta/(3d^2)$. From $(m^2d^2-\eta^2)(m^2d^2+\eta^2)\le m^4d^4$ we also have

$$\frac{\eta}{m^2d^2+\eta^2}\ge\frac{\eta}{m^2d^2}-\frac{\eta^3}{m^4d^4},$$

which is `low`. With $\sum_{n\ge0}(n+1)^{-4}=\pi^4/90$, the shortfall from the linear law is at most $\pi^4\eta^3/(45d^4)$.

```lean
/-- For `d > 0` and `η > 0` the sum is at most `π² η / (3 d²)`, and falls short of it by at most
`π⁴ η³ / (45 d⁴)`. -/
theorem small_width_bounds {d η : ℝ} (hd : 0 < d) (hη : 0 < η) :
    π ^ 2 * η / (3 * d ^ 2) - π ^ 4 * η ^ 3 / (45 * d ^ 4) ≤ broadenedSum d η ∧
    broadenedSum d η ≤ π ^ 2 * η / (3 * d ^ 2) := by
  have z2 : HasSum (fun n : ℕ => 1 / ((n : ℝ) + 1) ^ 2) (π ^ 2 / 6) := by
    simpa using (hasSum_nat_add_iff' 1).mpr hasSum_zeta_two
  have z4 : HasSum (fun n : ℕ => 1 / ((n : ℝ) + 1) ^ 4) (π ^ 4 / 90) := by
    simpa using (hasSum_nat_add_iff' 1).mpr hasSum_zeta_four
  obtain ⟨hs, hS⟩ := broadenedSum_eq_two_mul hd hη
  -- first correction to the off-resonant tail
  have low : ∀ m : ℝ, 0 < m → η / d ^ 2 * (1 / m ^ 2) - η ^ 3 / d ^ 4 * (1 / m ^ 4)
      ≤ η / (m ^ 2 * d ^ 2 + η ^ 2) := by
    intro m hm
    have e : η / d ^ 2 * (1 / m ^ 2) - η ^ 3 / d ^ 4 * (1 / m ^ 4)
        = η * (m ^ 2 * d ^ 2 - η ^ 2) / (m ^ 4 * d ^ 4) := by
      field_simp
    rw [e, div_le_div_iff₀ (by positivity) (by positivity)]
    have h5 : 0 ≤ η ^ 5 := by positivity
    linarith [show η * (m ^ 4 * d ^ 4) - η * (m ^ 2 * d ^ 2 - η ^ 2) * (m ^ 2 * d ^ 2 + η ^ 2)
      = η ^ 5 by ring]
  have hl := hasSum_le (fun n : ℕ => low ((n : ℝ) + 1) (by positivity))
    ((z2.mul_left (η / d ^ 2)).sub (z4.mul_left (η ^ 3 / d ^ 4))) hs.hasSum
  have hu := hasSum_le (fun n : ℕ => lorentzian_le_tail hd hη (m := (n : ℝ) + 1) (by positivity))
    hs.hasSum (z2.mul_left (η / d ^ 2))
  have e2 : π ^ 2 * η / (3 * d ^ 2) = 2 * (η / d ^ 2 * (π ^ 2 / 6)) := by ring
  have e4 : π ^ 4 * η ^ 3 / (45 * d ^ 4) = 2 * (η ^ 3 / d ^ 4 * (π ^ 4 / 90)) := by ring
  rw [hS, e2, e4]
  constructor <;> linarith
```

The main theorem collects the bounds. The upper one is strict because $\pi\eta/(d+\pi\eta)<1$, so no finite width reaches the plateau.

```lean
/-- Allen-Feldman broadening on a ladder of spacing `d > 0` with width `η > 0`: the sum lies
strictly between `π/d - 1/η` and `π/d`, and is at most `π² η / (3 d²)`. -/
theorem allenFeldman_ladder {d η : ℝ} (hd : 0 < d) (hη : 0 < η) :
    π / d - 1 / η < broadenedSum d η ∧ broadenedSum d η < π / d ∧
    broadenedSum d η ≤ π ^ 2 * η / (3 * d ^ 2) := by
  have hπ := Real.pi_pos
  obtain ⟨h1, h2⟩ := plateau_bounds hd hη
  refine ⟨h1, h2.trans_lt ?_, (small_width_bounds hd hη).2⟩
  have h3 : π * η / (d + π * η) < 1 := (div_lt_one (by positivity)).mpr (by linarith)
  exact mul_lt_of_lt_one_right (by positivity) h3
```

**Q:** Try numbers: $\eta=d=1$.

**A:** Then $S=\pi\coth\pi-1\approx2.153$, between $\pi-1\approx2.142$ and $\pi\approx3.142$. A width equal to the spacing gives only about 69% of the plateau.

**Q:** And the two extremes?

**A:** The linear bound and $S\ge0$ squeeze $S$ to zero as $\eta\to0^+$, written `𝓝[>] 0`. The bounds $\pi/d-1/\eta$ and $\pi/d$ squeeze it to $\pi/d$ as $\eta\to\infty$, written `atTop`.

```lean
/-- At fixed spacing `d > 0` the sum vanishes as the width tends to zero from above, and tends to
`π/d` as the width grows without bound. -/
theorem broadenedSum_limits {d : ℝ} (hd : 0 < d) :
    Tendsto (broadenedSum d) (𝓝[>] 0) (𝓝 0) ∧
    Tendsto (broadenedSum d) atTop (𝓝 (π / d)) := by
  constructor
  · have hlin : Tendsto (fun η : ℝ => π ^ 2 * η / (3 * d ^ 2)) (𝓝[>] 0) (𝓝 0) :=
      (Continuous.tendsto' (by fun_prop) 0 0 (by simp)).mono_left nhdsWithin_le_nhds
    refine tendsto_of_tendsto_of_tendsto_of_le_of_le' tendsto_const_nhds hlin ?_ ?_
    · filter_upwards [self_mem_nhdsWithin] with η hη
      have hη' : 0 < η := hη
      rw [(broadenedSum_eq_two_mul hd hη').2]
      exact mul_nonneg zero_le_two (tsum_nonneg fun n => by positivity)
    · filter_upwards [self_mem_nhdsWithin] with η hη
      exact (allenFeldman_ladder hd hη).2.2
  · have hlow : Tendsto (fun η : ℝ => π / d - 1 / η) atTop (𝓝 (π / d)) := by
      simpa using (tendsto_const_nhds (x := π / d)).sub (tendsto_inv_atTop_zero (𝕜 := ℝ))
    refine tendsto_of_tendsto_of_tendsto_of_le_of_le' hlow tendsto_const_nhds ?_ ?_
    · filter_upwards [eventually_gt_atTop 0] with η hη
      exact (allenFeldman_ladder hd hη).1.le
    · filter_upwards [eventually_gt_atTop 0] with η hη
      exact (allenFeldman_ladder hd hη).2.1.le
```

**Q:** What width does a given accuracy need?

**A:** If $S\ge(1-\varepsilon)\pi/d$, the upper bound gives $(1-\varepsilon)(d+\pi\eta)\le\pi\eta$, that is $(1-\varepsilon)d\le\varepsilon\pi\eta$. Coming within 10% therefore requires at least $\eta\ge9d/\pi\approx2.9\,d$. This condition is necessary but not sufficient: the closed form puts the actual threshold near $10d/\pi\approx3.2\,d$.

```lean
/-- For `d > 0` and `η > 0`, if the sum is within a relative error `ε` of the plateau `π/d`, then
the width obeys `(1 - ε) d ≤ ε π η`. -/
theorem width_needed_for_plateau {d η ε : ℝ} (hd : 0 < d) (hη : 0 < η)
    (h : (1 - ε) * (π / d) ≤ broadenedSum d η) : (1 - ε) * d ≤ ε * π * η := by
  have hπ := Real.pi_pos
  have h1 := h.trans (plateau_bounds hd hη).2
  rw [mul_comm (1 - ε)] at h1
  have h2 := le_of_mul_le_mul_left h1 (by positivity)
  rw [le_div_iff₀ (by positivity)] at h2
  linarith

end

end AllenFeldmanLadder
```

```lean
#print axioms AllenFeldmanLadder.allenFeldman_ladder
-- 'AllenFeldmanLadder.allenFeldman_ladder' depends on axioms: [propext, Classical.choice, Quot.sound]
#print axioms AllenFeldmanLadder.broadenedSum_limits
-- 'AllenFeldmanLadder.broadenedSum_limits' depends on axioms: [propext, Classical.choice, Quot.sound]
#print axioms AllenFeldmanLadder.width_needed_for_plateau
-- 'AllenFeldmanLadder.width_needed_for_plateau' depends on axioms: [propext, Classical.choice, Quot.sound]
```

**Q:** So may I apply this to my simulated glass?

**A:** Only after one further step: replacing its irregular, finite spectrum and varying matrix elements by this infinite uniform ladder. No theorem here justifies that replacement. For harmonic thermal-conductivity calculations the ladder shows, within its equal spacings and couplings, how a broadening narrower than the mode spacing suppresses the diffusivity sum.
